# The weak-field Hall integral of the nearest-neighbour square lattice vanishes at half filling for an even energy weight

Electrons hop between nearest neighbours of a square lattice in a weak magnetic field. With hopping t, crystal momenta x and y (usually written k_x and k_y, here in units of the inverse lattice spacing) and ħ = 1, the band is

E(x,y) = −2t(cos x + cos y).

In Boltzmann transport with a constant relaxation time, a state contributes to the Hall response in proportion to 8t³ sin²x cos y, times a weight g(E − μ) that selects energies near the chemical potential μ. Compare two states at μ = 0, which is half filling for this band:

(−π/2, 0): energy −2t, contribution g(−2t) · 8t³
(π/2, π): energy +2t, contribution −g(2t) · 8t³

If g is even, they cancel. The momentum shift (π, π) pairs every state with such a partner, so the whole integral vanishes.

```lean
import Mathlib

open Real

namespace WeakFieldHall

noncomputable section
```

## The Hall integral of a general band

The velocities are derivatives of the energy. For any band E, v_x = ∂E/∂x:

```lean
/-- Band velocity along `x` (with ħ = 1): the derivative of the energy in `x`. -/
def velX (E : ℝ → ℝ → ℝ) (x y : ℝ) : ℝ := deriv (fun s => E s y) x
```

Likewise v_y = ∂E/∂y:

```lean
/-- Band velocity along `y` (with ħ = 1): the derivative of the energy in `y`. -/
def velY (E : ℝ → ℝ → ℝ) (x y : ℝ) : ℝ := deriv (fun s => E x s) y
```

The bending of trajectories by the field involves inverse masses. The diagonal one is ∂v_y/∂y:

```lean
/-- Inverse effective mass `∂v_y/∂y`. -/
def invMassYY (E : ℝ → ℝ → ℝ) (x y : ℝ) : ℝ := deriv (fun s => velY E x s) y
```

The mixed one is ∂v_y/∂x:

```lean
/-- Inverse effective mass `∂v_y/∂x`. -/
def invMassXY (E : ℝ → ℝ → ℝ) (x y : ℝ) : ℝ := deriv (fun s => velY E s y) x
```

Second-order Boltzmann theory, linear in the electric and in the magnetic field, combines them into the kernel

K = v_x² ∂_y v_y − v_x v_y ∂_x v_y.

```lean
/-- Weak-field Hall kernel `v_x² ∂_y v_y - v_x v_y ∂_x v_y` of a band. -/
def hallKernel (E : ℝ → ℝ → ℝ) (x y : ℝ) : ℝ :=
  velX E x y ^ 2 * invMassYY E x y - velX E x y * velY E x y * invMassXY E x y
```

The Hall integral is then

H(μ) = ∬ g(E − μ) K dx dy over [−π, π]².

For thermal electrons g(e) = −f′(e), with f the Fermi function and e measured from μ; this g is even. Charge, field strength, relaxation time, spin degeneracy and the factor 1/(2π)² are left out. That H is proportional to the measured Hall conductivity is the step taken from physics: it presupposes Boltzmann transport with a constant relaxation time.

```lean
/-- Hall integral over the Brillouin zone, with energy weight `g` around the
chemical potential `μ`. -/
def hallIntegral (E : ℝ → ℝ → ℝ) (g : ℝ → ℝ) (μ : ℝ) : ℝ :=
  ∫ x in (-π)..π, ∫ y in (-π)..π, g (E x y - μ) * hallKernel E x y
```

The band studied below also allows diagonal hopping:

E(x,y) = −2t(cos x + cos y) + 4t′ cos x cos y.

In this sign convention the hopping matrix element is −t between neighbours and +t′ along the diagonals.

```lean
/-- Square-lattice band with nearest-neighbour hopping `t` and diagonal hopping `t'`. -/
def band (t t' x y : ℝ) : ℝ := -2 * t * (cos x + cos y) + 4 * t' * cos x * cos y
```

## Inverting a band reverses its Hall kernel

Let Ẽ(x,y) = −E(x+a, y+b), with a and b any momentum shifts. By the chain rule, each velocity and inverse mass of Ẽ is minus that of E at the shifted momentum. Every term of K is a product of three such factors, so

K̃(x,y) = (−1)³ K(x+a, y+b) = −K(x+a, y+b).

In the proof, `hd` is the one-variable chain rule. It is applied once for each velocity and once more for each inverse mass, and `ring` collects the signs.

```lean
/-- Inverting a band in energy and shifting it in momentum reverses the sign of its
Hall kernel, taken at the shifted momentum. -/
theorem hallKernel_conjugate (E : ℝ → ℝ → ℝ) (a b x y : ℝ) :
    hallKernel (fun x y => -E (x + a) (y + b)) x y = -hallKernel E (x + a) (y + b) := by
  have hd : ∀ (f : ℝ → ℝ) (c s : ℝ),
      deriv (fun u => -f (u + c)) s = -deriv f (s + c) := by
    intro f c s
    have h1 : deriv (fun u => f (u + c)) s = deriv f (s + c) := deriv_comp_add_const ..
    rw [← h1]
    simp
  have hx : velX (fun x y => -E (x + a) (y + b)) x y = -velX E (x + a) (y + b) :=
    hd (fun s => E s (y + b)) a x
  have hy : ∀ x y, velY (fun x y => -E (x + a) (y + b)) x y = -velY E (x + a) (y + b) :=
    fun x y => hd (fun s => E (x + a) s) b y
  have hyy : invMassYY (fun x y => -E (x + a) (y + b)) x y
      = -invMassYY E (x + a) (y + b) := by
    unfold invMassYY
    simp only [hy]
    exact hd (fun s => velY E (x + a) s) b y
  have hxy : invMassXY (fun x y => -E (x + a) (y + b)) x y
      = -invMassXY E (x + a) (y + b) := by
    unfold invMassXY
    simp only [hy]
    exact hd (fun s => velY E s (y + b)) a x
  unfold hallKernel
  rw [hx, hy, hyy, hxy]
  ring
```

## Momentum shifts leave zone integrals unchanged

If h has period 2π, then

∫ from −π to π of h(s+c) ds = ∫ from −π+c to π+c of h(s) ds = ∫ from −π to π of h(s) ds.

For a function of two momenta this is used first in y at fixed x, then in x. The `calc` block has these two steps.

```lean
/-- The Brillouin-zone integral of a function that is `2π`-periodic in both momenta
does not change when the momenta are shifted. -/
theorem zone_shift (F : ℝ → ℝ → ℝ) (hx : ∀ x y, F (x + 2 * π) y = F x y)
    (hy : ∀ x y, F x (y + 2 * π) = F x y) (a b : ℝ) :
    ∫ x in (-π)..π, ∫ y in (-π)..π, F (x + a) (y + b)
      = ∫ x in (-π)..π, ∫ y in (-π)..π, F x y := by
  have h1 : ∀ (h : ℝ → ℝ) (c : ℝ), (∀ s, h (s + 2 * π) = h s) →
      ∫ s in (-π)..π, h (s + c) = ∫ s in (-π)..π, h s := by
    intro h c hp
    have hP : Function.Periodic h (2 * π) := hp
    have e := hP.intervalIntegral_add_eq (-π + c) (-π)
    rw [show -π + c + 2 * π = π + c by ring, show -π + 2 * π = π by ring] at e
    rw [intervalIntegral.integral_comp_add_right]
    exact e
  calc ∫ x in (-π)..π, ∫ y in (-π)..π, F (x + a) (y + b)
      = ∫ x in (-π)..π, ∫ y in (-π)..π, F (x + a) y :=
        intervalIntegral.integral_congr fun x _ => h1 (F (x + a)) b (hy (x + a))
    _ = ∫ x in (-π)..π, ∫ y in (-π)..π, F x y :=
        h1 (fun x => ∫ y in (-π)..π, F x y) a (fun s => by simp only [hx])
```

## Reversing band and chemical potential together

Take E with period 2π in each momentum and g even. Since

Ẽ − (−μ) = −(E(x+a, y+b) − μ),

evenness removes the sign inside g, and only the sign of the kernel remains:

g(Ẽ + μ) K̃ = −g(E(x+a, y+b) − μ) K(x+a, y+b).

Integrating and undoing the shift gives H̃(−μ) = −H(μ). The fact `key` is the displayed identity; `kx` and `ky` obtain the periodicity of K from that of E, by comparing the previous kernel theorem for shifts 2π and 0.

No smoothness of E or g is assumed. Lean gives missing derivatives and non-integrable integrals the value zero, so the identity carries physical content only where both exist.

```lean
/-- For a `2π`-periodic band and an even weight, inverting the band in energy, shifting it
by any momentum and reversing the chemical potential reverses the Hall integral. -/
theorem hallIntegral_conjugate (E : ℝ → ℝ → ℝ) (hx : ∀ x y, E (x + 2 * π) y = E x y)
    (hy : ∀ x y, E x (y + 2 * π) = E x y) (g : ℝ → ℝ) (hg : ∀ e, g (-e) = g e)
    (a b μ : ℝ) :
    hallIntegral (fun x y => -E (x + a) (y + b)) g (-μ) = -hallIntegral E g μ := by
  -- the kernel inherits the periodicity of the band
  have kx : ∀ x y, hallKernel E (x + 2 * π) y = hallKernel E x y := by
    intro x y
    have h1 := hallKernel_conjugate E (2 * π) 0 x y
    have h0 := hallKernel_conjugate E 0 0 x y
    simp only [add_zero, hx] at h1 h0
    linarith
  have ky : ∀ x y, hallKernel E x (y + 2 * π) = hallKernel E x y := by
    intro x y
    have h1 := hallKernel_conjugate E 0 (2 * π) x y
    have h0 := hallKernel_conjugate E 0 0 x y
    simp only [add_zero, hy] at h1 h0
    linarith
  -- evenness of the weight leaves only the sign of the kernel
  have key : ∀ x y, g (-E (x + a) (y + b) - -μ)
      * hallKernel (fun x y => -E (x + a) (y + b)) x y
      = -(g (E (x + a) (y + b) - μ) * hallKernel E (x + a) (y + b)) := by
    intro x y
    rw [hallKernel_conjugate,
      show -E (x + a) (y + b) - -μ = -(E (x + a) (y + b) - μ) by ring, hg]
    ring
  unfold hallIntegral
  simp only [key, intervalIntegral.integral_neg]
  exact congrArg Neg.neg (zone_shift (fun x y => g (E x y - μ) * hallKernel E x y)
    (fun x y => by simp only [hx, kx]) (fun x y => by simp only [hy, ky]) a b)
```

## The square-lattice kernel

Write A(u) = 2t − 4t′ cos u. Differentiating the band gives

v_x = sin x A(y)
v_y = sin y A(x)
∂_y v_y = cos y A(x)
∂_x v_y = 4t′ sin x sin y

and therefore

K = sin²x A(x) [A(y)² cos y − 4t′ A(y) sin²y].

The four derivatives are the facts `hx`, `hy`, `hyy` and `hxy`.

```lean
/-- The Hall kernel of the square-lattice band in closed form. -/
theorem hallKernel_band (t t' x y : ℝ) :
    hallKernel (band t t') x y = sin x ^ 2 * (2 * t - 4 * t' * cos x) *
      ((2 * t - 4 * t' * cos y) ^ 2 * cos y
        - 4 * t' * (2 * t - 4 * t' * cos y) * sin y ^ 2) := by
  have hx : velX (band t t') x y = sin x * (2 * t - 4 * t' * cos y) := by
    have h := (((hasDerivAt_cos x).add_const (cos y)).const_mul (-2 * t)).fun_add
      (((hasDerivAt_cos x).const_mul (4 * t')).mul_const (cos y))
    exact (h.congr_deriv (by ring)).deriv
  have hy : ∀ x y, velY (band t t') x y = sin y * (2 * t - 4 * t' * cos x) := by
    intro x y
    have h := (((hasDerivAt_cos y).const_add (cos x)).const_mul (-2 * t)).fun_add
      ((hasDerivAt_cos y).const_mul (4 * t' * cos x))
    exact (h.congr_deriv (by ring)).deriv
  have hyy : invMassYY (band t t') x y = cos y * (2 * t - 4 * t' * cos x) := by
    unfold invMassYY
    simp only [hy]
    exact ((hasDerivAt_sin y).mul_const _).deriv
  have hxy : invMassXY (band t t') x y = sin y * (4 * t' * sin x) := by
    unfold invMassXY
    simp only [hy]
    have h := (((hasDerivAt_cos x).const_mul (4 * t')).const_sub (2 * t)).const_mul (sin y)
    exact (h.congr_deriv (by ring)).deriv
  unfold hallKernel
  rw [hx, hy, hyy, hxy]
  ring
```

This K is a polynomial in sines and cosines. For continuous g the integrand is thus continuous on the closed zone, and H is an ordinary integral.

```lean
/-- For a continuous weight the Hall integrand of the square-lattice band is continuous
in the two momenta. -/
theorem continuous_integrand (t t' μ : ℝ) (g : ℝ → ℝ) (hg : Continuous g) :
    Continuous fun p : ℝ × ℝ =>
      g (band t t' p.1 p.2 - μ) * hallKernel (band t t') p.1 p.2 := by
  simp only [hallKernel_band]
  unfold band
  fun_prop
```

## Energy inversion with a (π, π) shift reverses the diagonal hopping

Both cosines change sign under a shift by π, so their product does not:

−E(x+π, y+π) = −2t(cos x + cos y) − 4t′ cos x cos y.

This is the band with t′ replaced by −t′. The general symmetry with a = b = π yields

H(t, −t′; −μ) = −H(t, t′; μ).

```lean
/-- For an even weight, reversing both the diagonal hopping and the chemical potential
reverses the Hall integral of the square lattice. -/
theorem hallIntegral_band_neg (t t' μ : ℝ) (g : ℝ → ℝ) (hg : ∀ e, g (-e) = g e) :
    hallIntegral (band t (-t')) g (-μ) = -hallIntegral (band t t') g μ := by
  have h := hallIntegral_conjugate (band t t')
    (fun x y => by simp only [band, cos_add_two_pi])
    (fun x y => by simp only [band, cos_add_two_pi]) g hg π π μ
  have e : (fun x y => -band t t' (x + π) (y + π)) = band t (-t') := by
    funext x y
    simp only [band, cos_add_pi]
    ring
  rwa [e] at h
```

For t′ = 0 the same band stands on both sides. Hence H(−μ) = −H(μ), and at μ = 0 the number H(0) equals its own negative, so it is zero.

```lean
/-- With nearest-neighbour hopping only and an even weight, the Hall integral is odd in the
chemical potential and vanishes at zero chemical potential. -/
theorem hallIntegral_square_odd (t : ℝ) (g : ℝ → ℝ) (hg : ∀ e, g (-e) = g e) :
    (∀ μ, hallIntegral (band t 0) g (-μ) = -hallIntegral (band t 0) g μ) ∧
      hallIntegral (band t 0) g 0 = 0 := by
  have h : ∀ μ, hallIntegral (band t 0) g (-μ) = -hallIntegral (band t 0) g μ := by
    intro μ
    have h1 := hallIntegral_band_neg t 0 μ g hg
    rwa [neg_zero] at h1
  refine ⟨h, ?_⟩
  have h0 := h 0
  rw [neg_zero] at h0
  linarith
```

In that case A = 2t, the kernel is 8t³ sin²x cos y, and

H(μ) = 8t³ ∬ g(E − μ) sin²x cos y dx dy,

which is the form used at the start.

```lean
/-- With nearest-neighbour hopping only, the Hall integral is `8t³` times the zone integral
of `g(E - μ) sin²x cos y`. -/
theorem hallIntegral_square (t μ : ℝ) (g : ℝ → ℝ) :
    hallIntegral (band t 0) g μ = 8 * t ^ 3 * ∫ x in (-π)..π, ∫ y in (-π)..π,
      g (-2 * t * (cos x + cos y) - μ) * (sin x ^ 2 * cos y) := by
  have h : ∀ x y, g (band t 0 x y - μ) * hallKernel (band t 0) x y
      = 8 * t ^ 3 * (g (-2 * t * (cos x + cos y) - μ) * (sin x ^ 2 * cos y)) := by
    intro x y
    rw [hallKernel_band, show band t 0 x y = -2 * t * (cos x + cos y) by unfold band; ring]
    ring
  simp only [hallIntegral, h, intervalIntegral.integral_const_mul]
```

## Zero chemical potential means half filling

Take t′ = 0, and let f be a continuous occupation function with f(−e) = 1 − f(e), as the Fermi function satisfies at any positive temperature. Let N = ∬ f(E) dx dy at μ = 0. Shifting by (π, π) turns E into −E, so

N = ∬ f(−E) dx dy = ∬ (1 − f(E)) dx dy = (2π)² − N,

and N = (2π)²/2, half the zone area. Continuity of f lets the integral of the difference be split. For the Fermi function at positive temperature the filling grows strictly with μ, so no other μ gives half filling.

```lean
/-- With nearest-neighbour hopping only, zero chemical potential is half filling: a continuous
occupation with `f(-e) = 1 - f(e)` fills half of the zone area `(2π)²`. -/
theorem half_filling (t : ℝ) (f : ℝ → ℝ) (hf : Continuous f)
    (hph : ∀ e, f (-e) = 1 - f e) :
    ∫ x in (-π)..π, ∫ y in (-π)..π, f (band t 0 x y) = (2 * π) ^ 2 / 2 := by
  have hb : Continuous (Function.uncurry fun x y => f (band t 0 x y)) := by
    unfold band Function.uncurry
    fun_prop
  have hN : Continuous fun x => ∫ y in (-π)..π, f (band t 0 x y) :=
    intervalIntegral.continuous_parametric_intervalIntegral_of_continuous' hb _ _
  have hi : ∀ x, ∫ y in (-π)..π, (1 - f (band t 0 x y))
      = 2 * π - ∫ y in (-π)..π, f (band t 0 x y) := by
    intro x
    have hc : Continuous fun y => f (band t 0 x y) := by
      unfold band
      fun_prop
    rw [intervalIntegral.integral_sub (continuous_const.intervalIntegrable _ _)
      (hc.intervalIntegrable _ _)]
    simp only [intervalIntegral.integral_const, smul_eq_mul]
    ring
  have hs : ∀ x y, band t 0 (x + π) (y + π) = -band t 0 x y := by
    intro x y
    simp only [band, cos_add_pi]
    ring
  -- the shift by (π, π) exchanges filled and empty states
  have h := zone_shift (fun x y => f (band t 0 x y))
    (fun x y => by simp only [band, cos_add_two_pi])
    (fun x y => by simp only [band, cos_add_two_pi]) π π
  simp only [hs, hph, hi] at h
  rw [intervalIntegral.integral_sub (continuous_const.intervalIntegrable _ _)
    (hN.intervalIntegrable _ _)] at h
  simp only [intervalIntegral.integral_const, smul_eq_mul] at h
  linear_combination (-1 / 2) * h
```

## Diagonal hopping removes the cancellation

Set g = 1, which is even. This is not −f′ at any finite temperature T, but it is the limit of 4k_BT(−f′) for high T at fixed μ, with k_B the Boltzmann constant. The bracket in K has the antiderivative

A(y)² sin y − 12tt′(y − sin y cos y) + 16t′² sin³y,

which grows by −24πtt′ across the zone. For the remaining factor sin²x A(x), an antiderivative is

t(x − sin x cos x) − (4t′/3) sin³x,

with increase 2πt. The product is

H = −48π²t²t′

for every μ. With t and t′ both nonzero, H is therefore neither odd in μ nor zero at μ = 0. The proof differentiates both antiderivatives and closes each comparison with sin² + cos² = 1.

```lean
/-- For constant weight the Hall integral of the square lattice with diagonal hopping is
`-48π²t²t'` at every chemical potential. -/
theorem hallIntegral_flat (t t' μ : ℝ) :
    hallIntegral (band t t') (fun _ => 1) μ = -48 * π ^ 2 * t ^ 2 * t' := by
  -- integral over y
  have hi : ∀ x, ∫ y in (-π)..π, sin x ^ 2 * (2 * t - 4 * t' * cos x) *
      ((2 * t - 4 * t' * cos y) ^ 2 * cos y
        - 4 * t' * (2 * t - 4 * t' * cos y) * sin y ^ 2)
      = -24 * π * t * t' * (sin x ^ 2 * (2 * t - 4 * t' * cos x)) := by
    intro x
    rw [intervalIntegral.integral_eq_sub_of_hasDerivAt
      (f := fun y => sin x ^ 2 * (2 * t - 4 * t' * cos x) *
        ((2 * t - 4 * t' * cos y) * (2 * t - 4 * t' * cos y) * sin y
          - 12 * t * t' * (y - sin y * cos y) + 16 * t' ^ 2 * (sin y * sin y * sin y)))
      ?_ (Continuous.intervalIntegrable (by fun_prop) _ _)]
    · simp only [sin_neg, cos_neg, sin_pi, cos_pi]
      ring
    · intro y _
      have hs := hasDerivAt_sin y
      have hc := hasDerivAt_cos y
      have hp := (hc.const_mul (4 * t')).const_sub (2 * t)
      have h := ((((hp.fun_mul hp).fun_mul hs).fun_sub
        (((hasDerivAt_id' y).fun_sub (hs.fun_mul hc)).const_mul (12 * t * t'))).fun_add
        (((hs.fun_mul hs).fun_mul hs).const_mul (16 * t' ^ 2))).const_mul
        (sin x ^ 2 * (2 * t - 4 * t' * cos x))
      refine h.congr_deriv ?_
      linear_combination (sin x ^ 2 * (2 * t - 4 * t' * cos x) * 12 * t * t')
        * sin_sq_add_cos_sq y
  -- integral over x
  have ho : ∫ x in (-π)..π, sin x ^ 2 * (2 * t - 4 * t' * cos x) = 2 * π * t := by
    rw [intervalIntegral.integral_eq_sub_of_hasDerivAt
      (f := fun x => t * (x - sin x * cos x) - 4 * t' / 3 * (sin x * sin x * sin x))
      ?_ (Continuous.intervalIntegrable (by fun_prop) _ _)]
    · simp only [sin_neg, cos_neg, sin_pi, cos_pi]
      ring
    · intro x _
      have hs := hasDerivAt_sin x
      have h := (((hasDerivAt_id' x).fun_sub (hs.fun_mul (hasDerivAt_cos x))).const_mul
        t).fun_sub (((hs.fun_mul hs).fun_mul hs).const_mul (4 * t' / 3))
      refine h.congr_deriv ?_
      linear_combination (-t) * sin_sq_add_cos_sq x
  simp only [hallIntegral, hallKernel_band, one_mul, hi,
    intervalIntegral.integral_const_mul, ho]
  ring

end

end WeakFieldHall
```

```lean
#print axioms WeakFieldHall.hallIntegral_square_odd
#print axioms WeakFieldHall.hallIntegral_square
#print axioms WeakFieldHall.half_filling
#print axioms WeakFieldHall.hallIntegral_flat
```

```
'WeakFieldHall.hallIntegral_square_odd' depends on axioms: [propext, Classical.choice, Quot.sound]
'WeakFieldHall.hallIntegral_square' depends on axioms: [propext, Classical.choice, Quot.sound]
'WeakFieldHall.half_filling' depends on axioms: [propext, Classical.choice, Quot.sound]
'WeakFieldHall.hallIntegral_flat' depends on axioms: [propext, Classical.choice, Quot.sound]
```

## Zero temperature, thermopower and momentum grids

At zero temperature −f′ becomes a delta function, which is not a function g of the kind used here. A model built on a line integral along the Fermi contour E = μ would include that limit, but would need separate care at μ = 0, where the nearest-neighbour contour runs through the saddle points of the band.

The same shift applied to v_x², which is quadratic in E, suggests a companion result, stated here without a formal proof: for t′ = 0 and a continuous even g, the integral of g(E − μ) v_x² is even in μ, while the one with an extra factor E − μ is odd. The thermopower of this model then also vanishes at half filling.

In a weak-field Boltzmann calculation with a constant relaxation time for non-interacting electrons in this single nearest-neighbour band, an equally weighted momentum grid that the (π, π) shift maps to itself preserves the pairwise cancellation, provided that −f′ is evaluated at the energy of each grid point. A Hall signal at μ = 0 well above rounding error then points to a mistake. Sorting the energies first into bins that are not symmetric about zero can break the cancellation. If μ is instead found numerically from the filling, its remaining error can also leave a small signal.
